# The surface term f′(R) g(R) in a sphere Hamiltonian, for radial orbitals that vanish at the origin and with f(R) = 0

To ask whether a Hamiltonian is symmetric inside a sphere of radius $R$, one must decide what is subtracted from what. Here each matrix element is its own integral, so the potential $V$ must be integrable against the product of the orbitals $f$ and $g$, which are $r$ times the usual radial functions. The alternative is a single integral of $f(-g''+Vg)-g(-f''+Vf)$. There $V$ cancels at every point and needs no hypothesis, but the result is a difference of two matrix elements only when each of them exists.

```lean
import Mathlib

open MeasureTheory

namespace LocalOrbitalSurfaceTerm

noncomputable section
```

This loads the mathematics library Mathlib and opens a namespace for the names below.

```lean
/-- The radial Hamiltonian `-d²/dr² + V` acting on a radial function. -/
def radialH (V f : ℝ → ℝ) : ℝ → ℝ := fun r => -deriv (deriv f) r + V r * f r
```

`radialH V f` is the function $Hf=-f''+Vf$, in units where $\hbar^2/2m=1$. The orbitals are real and stand for $r$ times the radial function, in one angular-momentum channel, whose centrifugal term is part of $V$. `deriv` is the derivative, and `ℝ → ℝ` is the type of real functions of a real variable.

```lean
/-- The matrix element of the radial Hamiltonian between `f` and `g`, integrated from the
origin to the sphere radius `R`. -/
def matrixElement (V : ℝ → ℝ) (R : ℝ) (f g : ℝ → ℝ) : ℝ :=
  ∫ r in (0 : ℝ)..R, f r * radialH V g r
```

This is $\langle f|H|g\rangle=\int_0^R f\,(Hg)\,dr$. The factor $r^2$ of the volume element is already absorbed in the orbitals.

```lean
/-- The Wronskian `f' g - f g'` of two radial functions. -/
def wronskian (f g : ℝ → ℝ) : ℝ → ℝ := fun r => deriv f r * g r - f r * deriv g r
```

The Wronskian is $W(f,g)=f'g-fg'$, with this sign throughout.

```lean
/-- The combination of three radial functions whose coefficients are their mutual Wronskians
at the sphere radius `R`. -/
def localOrbital (u v w : ℝ → ℝ) (R : ℝ) : ℝ → ℝ := fun r =>
  wronskian v w R * u r + wronskian w u R * v r + wronskian u v R * w r
```

For three radial functions $u,v,w$, this is the combination
$$\phi=W(v,w)\,u+W(w,u)\,v+W(u,v)\,w,$$
with the Wronskians taken at $R$, so the coefficients are constants. It is not normalised, and it is the zero function if all three coefficients vanish.

```lean
/-- The slope of a twice continuously differentiable function is continuously
differentiable. -/
lemma contDiff_slope {f : ℝ → ℝ} (hf : ContDiff ℝ 2 f) : ContDiff ℝ 1 (deriv f) := by
  have h : ContDiff ℝ (1 + 1) f := by
    rw [one_add_one_eq_two]
    exact hf
  exact (contDiff_succ_iff_deriv.1 h).2.2
```

`ContDiff ℝ 2 f` says that $f$ is twice continuously differentiable, on the whole line and not only on $[0,R]$. The lemma concludes that $f'$ is once continuously differentiable.

```lean
/-- The Wronskian of two twice continuously differentiable radial functions changes at the rate `f''
g - f g''`. -/
theorem hasDerivAt_wronskian {f g : ℝ → ℝ} (hf : ContDiff ℝ 2 f) (hg : ContDiff ℝ 2 g)
    (r : ℝ) :
    HasDerivAt (wronskian f g) (deriv (deriv f) r * g r - f r * deriv (deriv g) r) r := by
  have f1 := (hf.differentiable (by norm_num) r).hasDerivAt
  have g1 := (hg.differentiable (by norm_num) r).hasDerivAt
  have f2 := ((contDiff_slope hf).differentiable (by norm_num) r).hasDerivAt
  have g2 := ((contDiff_slope hg).differentiable (by norm_num) r).hasDerivAt
  exact ((f2.fun_mul g1).fun_sub (f1.fun_mul g2)).congr_deriv (by ring)
```

`HasDerivAt F d r` says that $F$ has derivative $d$ at $r$. By the product rule,
$$W'=f''g+f'g'-f'g'-fg''=f''g-fg''.$$
The proof collects the derivatives of $f$, $g$, $f'$ and $g'$, applies the product rule, and lets `ring` cancel the mixed terms.

```lean
/-- For twice continuously differentiable `f` and `g`, the integrand of their matrix element is
integrable when `V f g` is. -/
lemma integrable_integrand {V f g : ℝ → ℝ} {R : ℝ} (hf : ContDiff ℝ 2 f)
    (hg : ContDiff ℝ 2 g)
    (hV : IntervalIntegrable (fun r => V r * (f r * g r)) volume 0 R) :
    IntervalIntegrable (fun r => f r * radialH V g r) volume 0 R := by
  have g2 : Continuous (deriv (deriv g)) := (contDiff_slope hg).continuous_deriv (by norm_num)
  have c : Continuous (fun r => -(f r * deriv (deriv g) r)) := (hf.continuous.mul g2).neg
  have e : (fun r => f r * radialH V g r)
      = fun r => -(f r * deriv (deriv g) r) + V r * (f r * g r) := by
    funext r
    simp only [radialH]
    ring
  rw [e]
  exact (c.intervalIntegrable 0 R).add hV
```

The integrand $f\,Hg=-fg''+Vfg$ is a continuous function plus $Vfg$. Its integrability therefore follows from the hypothesis `hV`, which concerns $Vfg$ alone. For orbitals vanishing at the origin, Coulomb and centrifugal terms meet it, because $fg$ is of order $r^2$ there.

```lean
/-- Green's identity in the sphere: the asymmetry of the Hamiltonian matrix element is the
difference of the Wronskian between the sphere radius and the origin, if `f` and `g` are twice
continuously differentiable and `V f g` is integrable. -/
theorem green_identity {V f g : ℝ → ℝ} {R : ℝ} (hf : ContDiff ℝ 2 f) (hg : ContDiff ℝ 2 g)
    (hV : IntervalIntegrable (fun r => V r * (f r * g r)) volume 0 R) :
    matrixElement V R f g - matrixElement V R g f = wronskian f g R - wronskian f g 0 := by
  have hV' : IntervalIntegrable (fun r => V r * (g r * f r)) volume 0 R := by
    have e : (fun r => V r * (g r * f r)) = fun r => V r * (f r * g r) := by
      funext r
      ring
    rw [e]
    exact hV
  have f2 : Continuous (deriv (deriv f)) := (contDiff_slope hf).continuous_deriv (by norm_num)
  have g2 : Continuous (deriv (deriv g)) := (contDiff_slope hg).continuous_deriv (by norm_num)
  have c : Continuous (fun r => deriv (deriv f) r * g r - f r * deriv (deriv g) r) :=
    (f2.mul hg.continuous).sub (hf.continuous.mul g2)
  -- the fundamental theorem of calculus for the Wronskian
  have key := intervalIntegral.integral_eq_sub_of_hasDerivAt
    (fun r _ => hasDerivAt_wronskian hf hg r) (c.intervalIntegrable 0 R)
  unfold matrixElement
  rw [← intervalIntegral.integral_sub (integrable_integrand hf hg hV)
    (integrable_integrand hg hf hV'), ← key]
  -- the potential cancels pointwise
  apply intervalIntegral.integral_congr
  intro r _
  simp only [radialH]
  ring
```

By hand, subtract the two integrands and integrate:
$$f(-g''+Vg)-g(-f''+Vf)=f''g-fg''=W',$$
$$\langle f|H|g\rangle-\langle g|H|f\rangle=W(R)-W(0).$$
In the proof, `key` is the fundamental theorem of calculus for $W$. Then `integral_sub` merges the two integrals, which is where integrability is used, and `integral_congr` reduces the rest to the pointwise cancellation of $V$.

```lean
/-- For radial functions vanishing at the origin, with `f` also vanishing at the sphere radius, the
asymmetry of the Hamiltonian matrix element is `f'(R) g(R)`, if `f` and `g` are twice continuously
differentiable and `V f g` is integrable. -/
theorem asymmetry_eq_slope_mul_value {V f g : ℝ → ℝ} {R : ℝ} (hf : ContDiff ℝ 2 f)
    (hg : ContDiff ℝ 2 g)
    (hV : IntervalIntegrable (fun r => V r * (f r * g r)) volume 0 R)
    (hf0 : f 0 = 0) (hg0 : g 0 = 0) (hfR : f R = 0) :
    matrixElement V R f g - matrixElement V R g f = deriv f R * g R := by
  rw [green_identity hf hg hV]
  simp only [wronskian, hf0, hg0, hfR]
  ring
```

Now $f(0)=g(0)=0$ gives $W(0)=0$, and $f(R)=0$ leaves $W(R)=f'(R)g(R)$. Hence
$$\langle f|H|g\rangle-\langle g|H|f\rangle=f'(R)\,g(R).$$
The proof substitutes these boundary values into Green's identity.

```lean
/-- Between two orbitals that both vanish at the origin and at the sphere radius, the Hamiltonian
matrix element is symmetric, if both are twice continuously differentiable and the potential is
integrable against their product. -/
theorem symmetric_of_both_vanish {V f g : ℝ → ℝ} {R : ℝ} (hf : ContDiff ℝ 2 f)
    (hg : ContDiff ℝ 2 g)
    (hV : IntervalIntegrable (fun r => V r * (f r * g r)) volume 0 R)
    (hf0 : f 0 = 0) (hg0 : g 0 = 0) (hfR : f R = 0) (hgR : g R = 0) :
    matrixElement V R f g = matrixElement V R g f := by
  have h := asymmetry_eq_slope_mul_value hf hg hV hf0 hg0 hfR
  rw [hgR, mul_zero] at h
  exact sub_eq_zero.1 h
```

If $g(R)=0$ as well, the right-hand side is zero whatever the slopes, and the matrix element is symmetric.

```lean
/-- For a continuous potential and a positive sphere radius, a twice continuously differentiable
orbital vanishing at the origin and at the sphere radius has symmetric matrix elements with all
twice continuously differentiable radial functions vanishing at the origin exactly when its slope at
the sphere radius is zero. -/
theorem symmetric_iff_slope_zero {V f : ℝ → ℝ} {R : ℝ} (hR : 0 < R) (hV : Continuous V)
    (hf : ContDiff ℝ 2 f) (hf0 : f 0 = 0) (hfR : f R = 0) :
    (∀ g : ℝ → ℝ, ContDiff ℝ 2 g → g 0 = 0 →
      matrixElement V R f g = matrixElement V R g f) ↔ deriv f R = 0 := by
  have main : ∀ g : ℝ → ℝ, ContDiff ℝ 2 g → g 0 = 0 →
      matrixElement V R f g - matrixElement V R g f = deriv f R * g R := fun g hg hg0 =>
    asymmetry_eq_slope_mul_value hf hg
      ((hV.mul (hf.continuous.mul hg.continuous)).intervalIntegrable 0 R) hf0 hg0 hfR
  constructor
  · intro h
    -- test with the radial function g(r) = r
    have h1 := main id contDiff_id rfl
    rw [h id contDiff_id rfl, sub_self] at h1
    exact (mul_eq_zero.1 h1.symm).resolve_right hR.ne'
  · intro h g hg hg0
    have h1 := main g hg hg0
    rw [h, zero_mul] at h1
    exact sub_eq_zero.1 h1
```

Here $R>0$ and $V$ is continuous, which excludes a Coulomb singularity and also the centrifugal term of any channel with non-zero angular momentum. Symmetry against every admissible $g$ is equivalent to $f'(R)=0$. If the slope is zero, the surface term vanishes. Conversely, take $g(r)=r$, written `id` in Lean: symmetry gives $0=f'(R)\,R$, and $R\neq0$ forces $f'(R)=0$.

```lean
/-- The Wronskian combination of three radial functions that are differentiable at the sphere radius
has zero value and zero slope there. -/
theorem localOrbital_value_and_slope {u v w : ℝ → ℝ} {R : ℝ} (hu : DifferentiableAt ℝ u R)
    (hv : DifferentiableAt ℝ v R) (hw : DifferentiableAt ℝ w R) :
    localOrbital u v w R R = 0 ∧ HasDerivAt (localOrbital u v w R) 0 R := by
  constructor
  · simp only [localOrbital, wronskian]
    ring
  · have h := ((hu.hasDerivAt.const_mul (wronskian v w R)).fun_add
      (hv.hasDerivAt.const_mul (wronskian w u R))).fun_add
      (hw.hasDerivAt.const_mul (wronskian u v R))
    exact h.congr_deriv (by simp only [wronskian]; ring)
```

At $R$ the value of the combination is
$$\phi(R)=(v'w-vw')u+(w'u-wu')v+(u'v-uv')w=0,$$
since the six products cancel in pairs. The slope $\phi'(R)$ has the same coefficients multiplying $u',v',w'$, and cancels likewise. `ring` does both cancellations. Only differentiability at $R$ is needed.

```lean
/-- The local orbital built from three twice continuously differentiable radial functions vanishing
at the origin has symmetric Hamiltonian matrix elements with every twice continuously differentiable
radial function `g` vanishing at the origin, if the potential is integrable against the product of
the local orbital and `g`. -/
theorem localOrbital_symmetric {V u v w g : ℝ → ℝ} {R : ℝ} (hu : ContDiff ℝ 2 u)
    (hv : ContDiff ℝ 2 v) (hw : ContDiff ℝ 2 w) (hg : ContDiff ℝ 2 g)
    (hV : IntervalIntegrable (fun r => V r * (localOrbital u v w R r * g r)) volume 0 R)
    (hu0 : u 0 = 0) (hv0 : v 0 = 0) (hw0 : w 0 = 0) (hg0 : g 0 = 0) :
    matrixElement V R (localOrbital u v w R) g
      = matrixElement V R g (localOrbital u v w R) := by
  have hc : ContDiff ℝ 2 (localOrbital u v w R) := by
    unfold localOrbital
    fun_prop
  have h0 : localOrbital u v w R 0 = 0 := by
    simp only [localOrbital, hu0, hv0, hw0, mul_zero, add_zero]
  obtain ⟨hval, hslope⟩ := localOrbital_value_and_slope
    (hu.differentiable (by norm_num) R) (hv.differentiable (by norm_num) R)
    (hw.differentiable (by norm_num) R)
  have h := asymmetry_eq_slope_mul_value hc hg hV h0 hg0 hval
  rw [hslope.deriv, zero_mul] at h
  exact sub_eq_zero.1 h

end

end LocalOrbitalSurfaceTerm
```

The combination is twice continuously differentiable and vanishes at the origin because $u$, $v$ and $w$ do. With zero value and zero slope at $R$, its surface term against any admissible $g$ is $0\cdot g(R)=0$, so
$$\langle\phi|H|g\rangle=\langle g|H|\phi\rangle.$$
The functions $u,v,w$ need not solve a radial equation.

In the linearised augmented-plane-wave method, additional local orbitals can be built from three radial functions and matched to zero value and slope at the sphere. The local orbitals of the APW+lo method are matched to zero value only, so for them the surface term $f'(R)\,g(R)$ can remain when the kinetic energy is written with a second derivative, as here. For a single non-relativistic channel with real orbitals, the surface-term formula shows that an orbital with zero value and slope adds no asymmetry to the sphere part of the Hamiltonian matrix, even against functions that continue beyond the sphere.

```lean
#print axioms LocalOrbitalSurfaceTerm.symmetric_of_both_vanish
#print axioms LocalOrbitalSurfaceTerm.symmetric_iff_slope_zero
#print axioms LocalOrbitalSurfaceTerm.localOrbital_symmetric
```

```
'LocalOrbitalSurfaceTerm.symmetric_of_both_vanish' depends on axioms: [propext, Classical.choice, Quot.sound]
'LocalOrbitalSurfaceTerm.symmetric_iff_slope_zero' depends on axioms: [propext, Classical.choice, Quot.sound]
'LocalOrbitalSurfaceTerm.localOrbital_symmetric' depends on axioms: [propext, Classical.choice, Quot.sound]
```
